# With occupations between 0 and 2, the effectively unpaired electrons number at most the basis functions

When the bond in H₂ is stretched, the two electrons that shared a bonding orbital end up one on each atom. The spin-summed density matrix of the exact ground state records this change: the bonding occupation falls from nearly 2 towards 1, and the antibonding occupation rises from nearly 0 towards 1. A count of effectively unpaired electrons turns this into a single number. In a basis of overlapping atomic orbitals, one may ask what range that number has and which densities reach its ends.

## The range and its two extremes

Let S be the overlap matrix of n basis functions and P the spin-summed density matrix, so that tr(PS) is the number of electrons. Define

u = tr(2PS − PSPS).

Assume that S is positive definite and that P and the hole density Q = 2S⁻¹ − P are positive semidefinite. The condition on P says that no orbital has negative occupation; the condition on Q is the Pauli limit of two electrons per spatial orbital. Then u is real and 0 ≤ u ≤ n. Moreover, u = 0 exactly when PSP = 2P, the condition for a closed-shell determinant, and u = n exactly when P = S⁻¹, which puts one electron in every orbital of an orthonormalised basis.

Both bounds come from one fact about traces. For any square matrix M,

tr(M†M) = Σᵢ Σⱼ |Mⱼᵢ|²,

which is nonnegative and vanishes only for M = 0. Now let A and B be positive semidefinite and H Hermitian. Write A = X†X, B = Y†Y and M = XHY†. Cyclic invariance gives

tr(AHBH) = tr(XHY† YHX†) = tr(MM†) = tr(M†M) ≥ 0.

If the trace is zero, then M = 0 and AHB = X†MY = 0. Conversely, AHB = 0 makes the trace zero.

For the lower bound, take A = P, H = S and B = Q. Since

PSQ = 2P − PSP,

multiplication by S on the right gives u = tr(PSQS) ≥ 0, with equality exactly when PSQ = 0, that is, PSP = 2P.

For the upper bound, put D = S⁻¹ − P. Then SD = 1 − SP, and

tr(SDSD) = tr(1 − 2SP + SPSP) = n − u.

Taking A = B = S and H = D shows that n − u ≥ 0, with equality exactly when SDS = 0. Because S is invertible, this means D = 0, or P = S⁻¹.

The Pauli condition matters for the lower bound. With n = 1, S = 1 and P = 3, the hole density is −1 and u = 6 − 9 = −3.

For electronic structure, the result gives a one-sided check on a computed Hermitian density matrix in a finite, linearly independent basis: a negative u shows that some occupation lies outside the range from 0 to 2, but a nonnegative u does not show that all of them lie inside it. The number u sees only the spin-summed density, so it does not tell how the unpaired spins are coupled.

## The count as a complex trace

In Lean 4 with Mathlib:

```lean
import Mathlib

open Matrix
open scoped ComplexOrder

namespace EffectivelyUnpairedElectrons

noncomputable section

variable {ι : Type*} [Fintype ι] [DecidableEq ι]
```

The basis functions are labelled by a finite type `ι`, and n is `Fintype.card ι`. Opening `ComplexOrder` gives complex numbers the order in which a ≤ b means that the real parts are so ordered and the imaginary parts agree. An inequality 0 ≤ u therefore includes the reality of u.

```lean
/-- The number of effectively unpaired electrons, `tr(2PS - PSPS)`, of a spin-summed density
matrix `P` in a basis with overlap matrix `S`. -/
def unpaired (S P : Matrix ι ι ℂ) : ℂ :=
  trace ((2 : ℂ) • (P * S) - P * S * P * S)
```

`unpaired S P` is u, with values in ℂ, so its reality has to be proved.

The matrices could also have been orthogonalised first, with S^(1/2) P S^(1/2) as the basic object. Its eigenvalues νᵢ are the natural occupations, and u becomes Σᵢ νᵢ(2 − νᵢ), which makes the bounds a matter of scalar inequalities. That version works with the square root of S and a diagonalisation. The present one keeps the matrices S and P of the original basis and uses only the existence of a factorisation X†X for each positive semidefinite matrix.

## Traces that are sums of squares

```lean
omit [DecidableEq ι] in
/-- The trace of `MᴴM` is real and nonnegative, and it vanishes only for `M = 0`. -/
theorem trace_gram (M : Matrix ι ι ℂ) :
    0 ≤ trace (Mᴴ * M) ∧ (trace (Mᴴ * M) = 0 ↔ M = 0) := by
  -- the trace is the sum of the squared moduli of all entries
  have h : trace (Mᴴ * M) = ((∑ i, ∑ j, ‖M j i‖ ^ 2 : ℝ) : ℂ) := by
    simp only [Matrix.trace, Matrix.diag_apply, Matrix.mul_apply, Matrix.conjTranspose_apply]
    push_cast
    exact Finset.sum_congr rfl fun i _ => Finset.sum_congr rfl fun j _ => Complex.conj_mul' _
  have h0 : ∀ i, 0 ≤ ∑ j, ‖M j i‖ ^ 2 := fun i => Finset.sum_nonneg fun j _ => by positivity
  refine ⟨?_, fun hz => ?_, fun hz => by simp [hz]⟩
  · rw [h]
    exact Complex.zero_le_real.mpr (Finset.sum_nonneg fun i _ => h0 i)
  · rw [h, Complex.ofReal_eq_zero, Finset.sum_eq_zero_iff_of_nonneg fun i _ => h0 i] at hz
    ext j i
    have hi := hz i (Finset.mem_univ i)
    rw [Finset.sum_eq_zero_iff_of_nonneg fun j _ => by positivity] at hi
    have hj := hi j (Finset.mem_univ j)
    simpa using hj
```

Here `ᴴ` is the adjoint †. The equation `h` is the double sum of squared moduli. If a sum of nonnegative terms is zero, every term is zero; applying this first to the outer and then to the inner sum gives M = 0 entry by entry.

```lean
open scoped MatrixOrder Matrix.Norms.L2Operator in
/-- A positive semidefinite matrix can be written as `BᴴB`. -/
theorem exists_factor {A : Matrix ι ι ℂ} (hA : A.PosSemidef) :
    ∃ B : Matrix ι ι ℂ, A = Bᴴ * B := by
  exact CStarAlgebra.nonneg_iff_eq_star_mul_self.mp (Matrix.nonneg_iff_posSemidef.mpr hA)
```

This supplies the factors X and Y. It translates positive semidefiniteness into nonnegativity in the C*-algebra of matrices, where every nonnegative element has the form B†B.

```lean
/-- For positive semidefinite `A`, `B` and Hermitian `H`, the trace of `AHBH` is real and
nonnegative, and it vanishes exactly when `AHB = 0`. -/
theorem trace_sandwich {A B H : Matrix ι ι ℂ} (hA : A.PosSemidef) (hB : B.PosSemidef)
    (hH : H.IsHermitian) :
    0 ≤ trace (A * H * B * H) ∧ (trace (A * H * B * H) = 0 ↔ A * H * B = 0) := by
  obtain ⟨X, rfl⟩ := exists_factor hA
  obtain ⟨Y, rfl⟩ := exists_factor hB
  have hM : (X * H * Yᴴ)ᴴ = Y * H * Xᴴ := by
    simp only [conjTranspose_mul, conjTranspose_conjTranspose, hH.eq, mul_assoc]
  -- cyclic invariance turns the trace into a sum of squares
  have ht : trace (Xᴴ * X * H * (Yᴴ * Y) * H)
      = trace ((X * H * Yᴴ)ᴴ * (X * H * Yᴴ)) := by
    rw [trace_mul_comm (X * H * Yᴴ)ᴴ, hM]
    calc trace (Xᴴ * X * H * (Yᴴ * Y) * H)
        = trace (Xᴴ * (X * H * Yᴴ * Y * H)) := by simp only [mul_assoc]
      _ = trace (X * H * Yᴴ * Y * H * Xᴴ) := trace_mul_comm _ _
      _ = trace (X * H * Yᴴ * (Y * H * Xᴴ)) := by simp only [mul_assoc]
  obtain ⟨h1, h2⟩ := trace_gram (X * H * Yᴴ)
  refine ⟨ht ▸ h1, fun hz => ?_, fun hz => by rw [hz, zero_mul, trace_zero]⟩
  have h3 : X * H * Yᴴ = 0 := h2.mp (ht ▸ hz)
  calc Xᴴ * X * H * (Yᴴ * Y) = Xᴴ * (X * H * Yᴴ) * Y := by simp only [mul_assoc]
    _ = 0 := by rw [h3, mul_zero, zero_mul]
```

The step `ht` is the cyclic rearrangement above, and `trace_gram` is applied to XHY†. The closing `calc` recovers AHB = X†MY = 0.

## The lower and upper bounds

```lean
/-- Let `S` be positive definite. If `P` and the hole density `2S⁻¹ - P` are positive semidefinite,
the number of effectively unpaired electrons is real and nonnegative, and it vanishes exactly when
`PSP = 2P`. -/
theorem unpaired_nonneg {S P : Matrix ι ι ℂ} (hS : S.PosDef) (hP : P.PosSemidef)
    (hQ : ((2 : ℂ) • S⁻¹ - P).PosSemidef) :
    0 ≤ unpaired S P ∧ (unpaired S P = 0 ↔ P * S * P = (2 : ℂ) • P) := by
  have hu : IsUnit S.det := hS.det_pos.ne'.isUnit
  have hPQ : P * S * ((2 : ℂ) • S⁻¹ - P) = (2 : ℂ) • P - P * S * P := by
    rw [mul_sub, mul_smul_comm, mul_assoc P S S⁻¹, mul_nonsing_inv _ hu, mul_one]
  -- the unpaired electrons measure the overlap of particle and hole densities
  have h := trace_sandwich hP hQ hS.1
  rw [hPQ, sub_mul, smul_mul_assoc, sub_eq_zero] at h
  exact ⟨h.1, h.2.trans eq_comm⟩
```

The identity `hPQ` is PSQ = 2P − PSP. After `trace_sandwich` has been applied to P, Q and S, rewriting with `hPQ` turns its trace into u and its vanishing condition into PSP = 2P.

```lean
/-- For positive definite `S` and any Hermitian `P`, the number of effectively unpaired electrons is
at most the number of basis functions, with equality exactly when `P = S⁻¹`. -/
theorem unpaired_le_card {S P : Matrix ι ι ℂ} (hS : S.PosDef) (hP : P.IsHermitian) :
    unpaired S P ≤ (Fintype.card ι : ℂ) ∧
      (unpaired S P = (Fintype.card ι : ℂ) ↔ P = S⁻¹) := by
  have hu : IsUnit S.det := hS.det_pos.ne'.isUnit
  have hD : (S⁻¹ - P).IsHermitian := hS.1.inv.sub hP
  have hSD : S * (S⁻¹ - P) = 1 - S * P := by rw [mul_sub, mul_nonsing_inv _ hu]
  -- the deficit is a sum of squares in the deviation of P from the inverse overlap
  have ht : trace (S * (S⁻¹ - P) * S * (S⁻¹ - P)) = (Fintype.card ι : ℂ) - unpaired S P := by
    have e : S * (S⁻¹ - P) * S * (S⁻¹ - P) = 1 - S * P - S * P + S * (P * S * P) := by
      rw [mul_assoc (S * (S⁻¹ - P)) S, hSD]
      noncomm_ring
    rw [e, unpaired, trace_add, trace_sub, trace_sub, trace_one, trace_mul_comm S P,
      trace_mul_comm S (P * S * P), trace_sub, trace_smul, smul_eq_mul]
    ring
  obtain ⟨h1, h2⟩ := trace_sandwich hS.posSemidef hS.posSemidef hD
  rw [ht] at h1 h2
  refine ⟨sub_nonneg.mp h1, fun h => ?_, fun h => ?_⟩
  · have h3 := h2.mp (by rw [h, sub_self])
    -- cancel the invertible overlap matrix on both sides
    rw [hSD] at h3
    have h4 : 1 - S * P = 0 := by
      calc 1 - S * P = (1 - S * P) * (S * S⁻¹) := by rw [mul_nonsing_inv _ hu, mul_one]
        _ = 0 := by rw [← mul_assoc, h3, zero_mul]
    exact (inv_eq_right_inv (sub_eq_zero.mp h4).symm).symm
  · have h3 := h2.mpr (by rw [h, sub_self, mul_zero, zero_mul])
    exact (sub_eq_zero.mp h3).symm
```

Only Hermiticity of P is assumed here: the upper bound needs neither condition on the occupations. `ht` identifies tr(SDSD) with n − u. In the equality case, (1 − SP)S = 0 is multiplied by S⁻¹ on the right, leaving SP = 1 and hence P = S⁻¹.

```lean
/-- Let `S` be positive definite. If `P` and `2S⁻¹ - P` are positive semidefinite, the number of
effectively unpaired electrons is real and lies between 0 and the number of basis functions; it is 0
exactly when `PSP = 2P`, and maximal exactly when `P = S⁻¹`. -/
theorem unpaired_bounds {S P : Matrix ι ι ℂ} (hS : S.PosDef) (hP : P.PosSemidef)
    (hQ : ((2 : ℂ) • S⁻¹ - P).PosSemidef) :
    (unpaired S P).im = 0 ∧ (unpaired S P).re ∈ Set.Icc (0 : ℝ) (Fintype.card ι) ∧
      (unpaired S P = 0 ↔ P * S * P = (2 : ℂ) • P) ∧
      (unpaired S P = (Fintype.card ι : ℂ) ↔ P = S⁻¹) := by
  obtain ⟨h1, h2⟩ := unpaired_nonneg hS hP hQ
  obtain ⟨h3, h4⟩ := unpaired_le_card hS hP.1
  rw [Complex.le_def] at h1 h3
  exact ⟨h1.2.symm, ⟨by simpa using h1.1, by simpa using h3.1⟩, h2, h4⟩
```

`PosDef` and `PosSemidef` both include Hermiticity, so `hP.1` supplies what the upper bound requires. The conclusion lists a zero imaginary part, a real part in the closed interval [0, n], and the two equality cases. The occupation conditions are hypotheses on P; they are not derived from a many-electron wavefunction.

## Uniform occupation and the two-orbital bond

```lean
/-- For positive definite `S` and `0 ≤ c ≤ 2` the density `P = cS⁻¹` has `P` and `2S⁻¹ - P` positive
semidefinite, and its number of effectively unpaired electrons is `c(2 - c)` per basis function. -/
theorem uniform_occupation_witness {S : Matrix ι ι ℂ} (hS : S.PosDef) {c : ℝ}
    (h0 : 0 ≤ c) (h2 : c ≤ 2) :
    ((c : ℂ) • S⁻¹).PosSemidef ∧ ((2 : ℂ) • S⁻¹ - (c : ℂ) • S⁻¹).PosSemidef ∧
      unpaired S ((c : ℂ) • S⁻¹) = (Fintype.card ι : ℂ) * (c * (2 - c)) := by
  have hu : IsUnit S.det := hS.det_pos.ne'.isUnit
  refine ⟨hS.inv.posSemidef.smul (Complex.zero_le_real.mpr h0), ?_, ?_⟩
  · have h : (0 : ℂ) ≤ ((2 - c : ℝ) : ℂ) := Complex.zero_le_real.mpr (by linarith)
    rw [← sub_smul]
    push_cast at h
    exact hS.inv.posSemidef.smul h
  · have h : ((c : ℂ) • S⁻¹) * S = (c : ℂ) • (1 : Matrix ι ι ℂ) := by
      rw [smul_mul_assoc, nonsing_inv_mul _ hu]
    rw [unpaired, mul_assoc (((c : ℂ) • S⁻¹) * S), h]
    simp only [smul_mul_assoc, one_mul, trace_sub, trace_smul, trace_one, smul_eq_mul]
    ring
```

The densities P = cS⁻¹ with 0 ≤ c ≤ 2 satisfy every hypothesis. Since PS = c·1, direct substitution gives u = nc(2 − c), which runs through the whole interval from 0 at c = 0 to n at c = 1. Despite its name, u can exceed the number of electrons tr(PS) = nc: for n = 4 and c = 1/2 there are two electrons, and u = 3.

```lean
/-- Two orbitals with overlap `s`, whose normalised sum and difference carry `g` and `w`
electrons, have `g(2 - g) + w(2 - w)` effectively unpaired electrons. -/
theorem unpaired_two_centre (s g w : ℝ) (hp : 1 + s ≠ 0) (hm : 1 - s ≠ 0) :
    unpaired !![1, (s : ℂ); (s : ℂ), 1]
      (((g : ℂ) / (2 * (1 + s))) • !![1, 1; 1, 1] +
        ((w : ℂ) / (2 * (1 - s))) • !![1, -1; -1, 1]) = g * (2 - g) + w * (2 - w) := by
  have hp' : (1 : ℂ) + s ≠ 0 := by exact_mod_cast hp
  have hm' : (1 : ℂ) - s ≠ 0 := by exact_mod_cast hm
  obtain ⟨a, ha⟩ : ∃ a : ℂ, a = (g : ℂ) / (2 * (1 + s)) := ⟨_, rfl⟩
  obtain ⟨b, hb⟩ : ∃ b : ℂ, b = (w : ℂ) / (2 * (1 - s)) := ⟨_, rfl⟩
  have hg : (g : ℂ) = 2 * (1 + s) * a := by rw [ha]; field_simp
  have hw : (w : ℂ) = 2 * (1 - s) * b := by rw [hb]; field_simp
  rw [← ha, ← hb, hg, hw]
  simp only [unpaired, Matrix.trace_fin_two, Matrix.sub_apply, Matrix.smul_apply,
    Matrix.add_apply, Matrix.mul_apply, Fin.sum_univ_two, smul_eq_mul, Matrix.of_apply,
    Matrix.cons_val_zero, Matrix.cons_val_one, Matrix.cons_val', Matrix.cons_val_fin_one]
  ring

end

end EffectivelyUnpairedElectrons
```

For two normalised orbitals with real overlap s, where 0 < s < 1, the bonding and antibonding combinations are (φ₁ + φ₂)/√(2(1 + s)) and (φ₁ − φ₂)/√(2(1 − s)). Their squared normalisation factors, multiplied by the occupations g and w, are the prefactors in the density matrix. The count is then

u = g(2 − g) + w(2 − w).

The proof writes g and w in terms of the two prefactors, expands the 2 × 2 trace and compares polynomials. The algebraic identity needs only s ≠ ±1. In this two-orbital model of H₂, the closed-shell bond g = 2, w = 0 gives u = 0, and the separated atoms g = w = 1 give u = 2.

```lean
#print axioms EffectivelyUnpairedElectrons.unpaired_bounds
#print axioms EffectivelyUnpairedElectrons.unpaired_two_centre
```

```
'EffectivelyUnpairedElectrons.unpaired_bounds' depends on axioms: [propext, Classical.choice, Quot.sound]
'EffectivelyUnpairedElectrons.unpaired_two_centre' depends on axioms: [propext, Classical.choice, Quot.sound]
```
